# The damped potential of equally spaced charged sheets in a neutralising background, split into contributions from below and above

Parallel sheets of unit surface charge lie at all integer multiples of a spacing `L > 0`, in a uniform background of charge density `-1 / L` that neutralises them. Each sheet's potential, `-2π|z|` in Gaussian units, is damped by the factor `exp(-ε|z|/L)` with a fixed `ε > 0`, and the background is damped likewise. For `0 ≤ z ≤ L`, `latticePotential_eq` states that the total potential is `-2πL (S(z/L) + S(1 - z/L))`, where `S(x)` is the damped sum of the distances `n + x` over `n ≥ 0`, minus the damped integral over all positive distances. The proof sums the sheets below and above the field point separately (`hA` and `hB`), evaluates the background integral (`hI`) and combines the three.

As first written in Lean, the proof fails:

```lean
import Mathlib

open Filter Topology MeasureTheory
open scoped Real

namespace SheetLatticeMadelung

noncomputable section

/-- Damped potential at height `z` of a sheet of unit surface charge (Gaussian units), for lattice
spacing `L > 0` and dimensionless damping `ε > 0`. -/
def sheetPotential (L ε z : ℝ) : ℝ := -2 * π * |z| * Real.exp (-(ε * (|z| / L)))

/-- For `L > 0` and `ε > 0`, damped potential at height `z` of sheets of unit surface charge at all
integer multiples of `L`, together with a uniform background of charge density `-1 / L`. -/
def latticePotential (L ε z : ℝ) : ℝ :=
  (∑' n : ℤ, sheetPotential L ε (z + n * L)) - 1 / L * ∫ w, sheetPotential L ε (z - w)

/-- Damped sum of the distances `n + x`, `n ≥ 0`, minus the damped integral over all positive
distances, for damping `ε > 0`. -/
def sumMinusBackground (ε x : ℝ) : ℝ :=
  (∑' n : ℕ, ((n : ℝ) + x) * Real.exp (-(ε * (n + x)))) -
    ∫ t in Set.Ioi (0 : ℝ), t * Real.exp (-(ε * t))

/-- Closed form of the damped sum of the distances `n + x`. -/
theorem hasSum_damped {ε : ℝ} (hε : 0 < ε) (x : ℝ) :
    HasSum (fun n : ℕ => ((n : ℝ) + x) * Real.exp (-(ε * (n + x))))
      (Real.exp (-(ε * x)) * (Real.exp (-ε) / (1 - Real.exp (-ε)) ^ 2
        + x * (1 - Real.exp (-ε))⁻¹)) := by
  have hq0 := Real.exp_pos (-ε)
  have hq1 : Real.exp (-ε) < 1 := Real.exp_lt_one_iff.mpr (by linarith)
  have h1 := hasSum_coe_mul_geometric_of_norm_lt_one
    (show ‖Real.exp (-ε)‖ < 1 by rwa [Real.norm_eq_abs, abs_of_pos hq0])
  have h2 := hasSum_geometric_of_lt_one hq0.le hq1
  have e : (fun n : ℕ => ((n : ℝ) + x) * Real.exp (-(ε * (n + x)))) = fun n : ℕ =>
      Real.exp (-(ε * x)) * ((n : ℝ) * Real.exp (-ε) ^ n + x * Real.exp (-ε) ^ n) := by
    funext n
    have h : Real.exp (-(ε * (n + x))) = Real.exp (-(ε * x)) * Real.exp (-ε) ^ n := by
      rw [← Real.exp_nat_mul, ← Real.exp_add]
      congr 1
      ring
    rw [h]
    ring
  rw [e]
  exact (h1.add (h2.mul_left x)).mul_left (Real.exp (-(ε * x)))

/-- The damped background integral equals `1 / ε²`. -/
theorem integral_damped {ε : ℝ} (hε : 0 < ε) :
    ∫ t in Set.Ioi (0 : ℝ), t * Real.exp (-(ε * t)) = 1 / ε ^ 2 := by
  have h := Real.integral_rpow_mul_exp_neg_mul_Ioi (a := 2) (r := ε) two_pos hε
  rw [show (2 : ℝ) - 1 = 1 by norm_num] at h
  simp only [Real.rpow_one, Real.Gamma_two, mul_one, Real.rpow_two] at h
  rw [h, one_div_pow]

/-- Within a cell, the damped lattice potential splits into the sheets below and the sheets
above the field point, each with half of the background. -/
theorem latticePotential_eq {L ε z : ℝ} (hL : 0 < L) (hε : 0 < ε) (hz : 0 ≤ z) (hzL : z ≤ L) :
    latticePotential L ε z = -2 * π * L *
      (sumMinusBackground ε (z / L) + sumMinusBackground ε (1 - z / L)) := by
  have hd : L * (z / L) = z := by field_simp
  have hsheet : ∀ y a : ℝ, |y| = L * a →
      sheetPotential L ε y = -2 * π * L * (a * Real.exp (-(ε * a))) := by
    intro y a h
    rw [sheetPotential, h, mul_div_cancel_left₀ a hL.ne']
    ring
  have hA : HasSum (fun n : ℕ => sheetPotential L ε (z + ((n : ℤ) : ℝ) * L)) _ := by
    convert (hasSum_damped hε (z / L)).summable.hasSum.mul_left (-2 * π * L) using 1
    funext n
    apply hsheet
    rw [Int.cast_natCast, abs_of_nonneg (by positivity)]
    linear_combination -hd
  have hB : HasSum (fun n : ℕ => sheetPotential L ε (z + ((-((n : ℤ) + 1) : ℤ) : ℝ) * L)) _ := by
    convert (hasSum_damped hε (1 - z / L)).summable.hasSum.mul_left (-2 * π * L) using 1
    funext n
    apply hsheet
    have hn : 0 ≤ (n : ℝ) * L := by positivity
    rw [show ((-((n : ℤ) + 1) : ℤ) : ℝ) = -((n : ℝ) + 1) by simp,
      abs_of_nonpos (by nlinarith)]
    linear_combination hd
  -- the background is even in the distance, so it is twice a half-line integral
  have hI : 1 / L * ∫ w, sheetPotential L ε (z - w) = -4 * π * L * (1 / ε ^ 2) := by
    have h2 : ∫ w, sheetPotential L ε w
        = 2 * ∫ t in Set.Ioi (0 : ℝ), -2 * π * t * Real.exp (-(ε * (t / L))) :=
      integral_comp_abs (f := fun t => -2 * π * t * Real.exp (-(ε * (t / L))))
    have h3 : ∀ t : ℝ, -2 * π * t * Real.exp (-(ε * (t / L)))
        = -2 * π * (t * Real.exp (-(ε / L * t))) := by
      intro t
      rw [show ε * (t / L) = ε / L * t by ring]
      ring
    rw [integral_sub_left_eq_self (fun w => sheetPotential L ε w), h2]
    simp only [h3]
    rw [integral_const_mul, integral_damped (div_pos hε hL)]
    field_simp <;> ring
  rw [latticePotential, (HasSum.of_nat_of_neg_add_one hA hB).tsum_eq, hI,
    sumMinusBackground, sumMinusBackground, integral_damped hε]
  ring

end

end SheetLatticeMadelung
```

Lean reports:

```
Main.lean:66:77: error: don't know how to synthesize placeholder for argument `a`
context:
L ε z : ℝ
hL : 0 < L
hε : 0 < ε
hz : 0 ≤ z
hzL : z ≤ L
hd : L * (z / L) = z
hsheet : ∀ (y a : ℝ), |y| = L * a → sheetPotential L ε y = -2 * π * L * (a * rexp (-(ε * a)))
⊢ ℝ
Main.lean:59:75: error: unsolved goals
L ε z : ℝ
hL : 0 < L
hε : 0 < ε
hz : 0 ≤ z
hzL : z ≤ L
hd : L * (z / L) = z
hsheet : ∀ (y a : ℝ), |y| = L * a → sheetPotential L ε y = -2 * π * L * (a * rexp (-(ε * a)))
⊢ latticePotential L ε z = -2 * π * L * (sumMinusBackground ε (z / L) + sumMinusBackground ε (1 - z / L))
```

The repair, with which the file compiles:

```diff
@@ -64,18 +64,28 @@
     rw [sheetPotential, h, mul_div_cancel_left₀ a hL.ne']
     ring
-  have hA : HasSum (fun n : ℕ => sheetPotential L ε (z + ((n : ℤ) : ℝ) * L)) _ := by
-    convert (hasSum_damped hε (z / L)).summable.hasSum.mul_left (-2 * π * L) using 1
-    funext n
-    apply hsheet
-    rw [Int.cast_natCast, abs_of_nonneg (by positivity)]
-    linear_combination -hd
-  have hB : HasSum (fun n : ℕ => sheetPotential L ε (z + ((-((n : ℤ) + 1) : ℤ) : ℝ) * L)) _ := by
-    convert (hasSum_damped hε (1 - z / L)).summable.hasSum.mul_left (-2 * π * L) using 1
-    funext n
-    apply hsheet
-    have hn : 0 ≤ (n : ℝ) * L := by positivity
-    rw [show ((-((n : ℤ) + 1) : ℤ) : ℝ) = -((n : ℝ) + 1) by simp,
-      abs_of_nonpos (by nlinarith)]
-    linear_combination hd
+  have hA : HasSum (fun n : ℕ => sheetPotential L ε (z + ((n : ℤ) : ℝ) * L))
+      (-2 * π * L * ∑' n : ℕ, ((n : ℝ) + z / L) * Real.exp (-(ε * (n + z / L)))) := by
+    have e : (fun n : ℕ => sheetPotential L ε (z + ((n : ℤ) : ℝ) * L)) = fun n : ℕ =>
+        -2 * π * L * (((n : ℝ) + z / L) * Real.exp (-(ε * (n + z / L)))) := by
+      funext n
+      apply hsheet
+      rw [Int.cast_natCast, abs_of_nonneg (by positivity)]
+      linear_combination -hd
+    rw [e]
+    exact (hasSum_damped hε (z / L)).summable.hasSum.mul_left (-2 * π * L)
+  have hB : HasSum (fun n : ℕ => sheetPotential L ε (z + ((-((n : ℤ) + 1) : ℤ) : ℝ) * L))
+      (-2 * π * L * ∑' n : ℕ, ((n : ℝ) + (1 - z / L)) *
+        Real.exp (-(ε * (n + (1 - z / L))))) := by
+    have e : (fun n : ℕ => sheetPotential L ε (z + ((-((n : ℤ) + 1) : ℤ) : ℝ) * L)) =
+        fun n : ℕ => -2 * π * L * (((n : ℝ) + (1 - z / L)) *
+          Real.exp (-(ε * (n + (1 - z / L))))) := by
+      funext n
+      apply hsheet
+      have hn : 0 ≤ (n : ℝ) * L := by positivity
+      rw [show ((-((n : ℤ) + 1) : ℤ) : ℝ) = -((n : ℝ) + 1) by simp,
+        abs_of_nonpos (by nlinarith)]
+      linear_combination hd
+    rw [e]
+    exact (hasSum_damped hε (1 - z / L)).summable.hasSum.mul_left (-2 * π * L)
   -- the background is even in the distance, so it is twice a half-line integral
   have hI : 1 / L * ∫ w, sheetPotential L ε (z - w) = -4 * π * L * (1 / ε ^ 2) := by
@@ -91,6 +101,8 @@
     simp only [h3]
     rw [integral_const_mul, integral_damped (div_pos hε hL)]
-    field_simp <;> ring
-  rw [latticePotential, (HasSum.of_nat_of_neg_add_one hA hB).tsum_eq, hI,
+    field_simp
+    ring
+  rw [latticePotential, (HasSum.of_nat_of_neg_add_one
+      (f := fun n : ℤ => sheetPotential L ε (z + n * L)) hA hB).tsum_eq, hI,
     sumMinusBackground, sumMinusBackground, integral_damped hε]
   ring
```

Diagnosis. The first error points at the `_` in the statement of `hA`, which stands for the argument `a` of `HasSum`, the value of the sum. Lean must know what `hA` states before it runs the tactic proof after `:= by`, and nothing in the statement fixes that value. The `convert` line that was meant to supply it comes too late. The second error follows from the first: the proof stopped at `hA`, so the main goal stayed open.

The repair writes the value out as `-2 * π * L` times an explicit `∑'`. `hB` has the same `_` and gets the same cure. Inside both, `convert` gives way to an equality of functions `e`, then `rw [e]` and `exact`; the steps that prove the terms equal are unchanged.

Two later changes concern steps Lean had not reached, so the messages don't show whether they were needed. The argument `(f := …)` tells `HasSum.of_nat_of_neg_add_one` which function on the integers is being summed. Putting `field_simp` and `ring` on separate lines is tidying.
